# Gradient inversion with small steps recovers a lattice density in the limit, given a Lipschitz density map and a bounded Lieb objective

The density is defined here as the gradient of an energy function with respect to the external potential. No Hamiltonian or wavefunction appears: the energy $E$ may be any real function of the potential that meets the conditions below. For a ground-state energy this definition agrees with the Hellmann–Feynman theorem wherever the ground state is nondegenerate, since the derivative of $E$ with respect to the potential on a site is then the occupation of that site.

The task is to find a potential that produces a given target density $\rho$. Starting from a guess $v_0$, one repeatedly adds a multiple $a$ of the density error to the potential. If the density responds to the potential with Lipschitz constant $K$, and $E(v)-\langle v,\rho\rangle$ is bounded above in $v$, then the densities converge to $\rho$ for every $a>0$ with $aK<2$. For $K>0$ this is the range $0<a<2/K$.

```lean
import Mathlib

open Filter Topology
open scoped InnerProductSpace

namespace LatticeDensityInversion

noncomputable section
```

## Potentials, densities and the update

Let $\iota$ be the finite set of lattice sites. Potentials and densities are both real functions on $\iota$, with the inner product $\langle v,\rho\rangle=\sum_i v_i\rho_i$ and the norm $\|v\|$ that belongs to it. In Lean this is `EuclideanSpace ℝ ι`. The choice of norm matters, because $K$ is measured in it.

```lean
/-- Real functions on the lattice sites: external potentials and densities. -/
abbrev SiteFunction (ι : Type*) := EuclideanSpace ℝ ι
```

Write $n(v)=\nabla E(v)$ for the density that belongs to $v$. Nothing in the type forces $n(v)$ to be nonnegative or to sum to a particle number; such properties would come from the particular $E$.

```lean
variable {ι : Type*} [Fintype ι]

/-- The density belonging to the potential `v`: the gradient of the energy at `v`. -/
def density (E : SiteFunction ι → ℝ) (v : SiteFunction ι) : SiteFunction ι :=
  gradient E v
```

The quantity that the iteration increases is the Lieb objective
$$G(v)=E(v)-\langle v,\rho\rangle .$$
Its gradient is $n(v)-\rho$, so its stationary points are exactly the potentials with density $\rho$.

```lean
/-- The Lieb objective `E(v) - ⟨v, ρ⟩` for the target density `ρ`. -/
def liebObjective (E : SiteFunction ι → ℝ) (ρ v : SiteFunction ι) : ℝ :=
  E v - ⟪v, ρ⟫_ℝ
```

The update is gradient ascent on $G$:
$$v\;\mapsto\; v+a\,\bigl(n(v)-\rho\bigr).$$
In a lattice code that uses this scheme, one pass solves the system in the current potential, reads off the site occupations `n`, and executes `v += a * (n - rho)`. A site that holds too many particles has its potential raised, which makes it less attractive. If the scheme is applied to Kohn–Sham inversion, the solve can be a diagonalisation of the non-interacting Hamiltonian, and the norm of `n - rho` can serve as a stopping criterion for the density.

```lean
/-- One update of the potential: add `a` times the density error. -/
def inversionStep (E : SiteFunction ι → ℝ) (ρ : SiteFunction ι) (a : ℝ)
    (v : SiteFunction ι) : SiteFunction ι :=
  v + a • (density E v - ρ)
```

Iterating from $v_0$ gives $v_{k+1}=v_k+a\,(n(v_k)-\rho)$, with $v_0$ itself at index $0$.

```lean
/-- The potentials produced by repeated updates from the initial guess `v₀`. -/
def potentialSeq (E : SiteFunction ι → ℝ) (ρ : SiteFunction ι) (a : ℝ)
    (v₀ : SiteFunction ι) : ℕ → SiteFunction ι
  | 0 => v₀
  | k + 1 => inversionStep E ρ a (potentialSeq E ρ a v₀ k)
```

## The objective along a line of potentials

Fix a potential $v$ and a direction $d$. By the chain rule,
$$\frac{d}{dt}E(v+td)=\langle n(v+td),d\rangle,\qquad \frac{d}{dt}\langle v+td,\rho\rangle=\langle d,\rho\rangle .$$
Subtracting, and using the symmetry of the real inner product,
$$\frac{d}{dt}G(v+td)=\langle n(v+td)-\rho,\;d\rangle .$$
In the proof, `h1` is the derivative of $E(v+td)$ and `h2` is that of $\langle v+td,\rho\rangle$.

```lean
/-- Along a line of potentials, the Lieb objective changes at a rate given by the overlap of
the density error with the direction of the line. -/
theorem liebObjective_hasDerivAt_line {E : SiteFunction ι → ℝ} (hE : Differentiable ℝ E)
    (ρ v d : SiteFunction ι) (t : ℝ) :
    HasDerivAt (fun s : ℝ => liebObjective E ρ (v + s • d))
      ⟪density E (v + t • d) - ρ, d⟫_ℝ t := by
  have hline : HasDerivAt (fun s : ℝ => v + s • d) d t :=
    (((hasDerivAt_id t).smul_const d).const_add v).congr_deriv (one_smul ℝ d)
  have hgrad := (hE (v + t • d)).hasGradientAt.hasFDerivAt
  have h1 : HasDerivAt (fun s : ℝ => E (v + s • d)) ⟪density E (v + t • d), d⟫_ℝ t := by
    have h := hgrad.comp_hasDerivAt t hline
    exact h
  have h2 := hline.inner ℝ (hasDerivAt_const t ρ)
  refine (h1.fun_sub h2).congr_deriv ?_
  rw [inner_zero_right, zero_add, inner_sub_left, real_inner_comm d ρ]
```

## The gain of a single update

The Lipschitz condition is
$$\|n(v)-n(w)\|\le K\|v-w\| \quad\text{for all } v,w .$$
Physically, $K$ bounds the static density response: no change of potential shifts the density by more than $K$ times its own size.

Let $r=n(v)-\rho$ be the density error at $v$, and move along $v+tr$ with $t\ge 0$. Splitting off the initial error,
$$\frac{d}{dt}G(v+tr)=\langle n(v+tr)-n(v),r\rangle+\|r\|^2 .$$
By Cauchy–Schwarz and the Lipschitz condition the first term is at least $-Kt\|r\|^2$, so
$$\frac{d}{dt}G(v+tr)\ge \|r\|^2-Kt\|r\|^2 .$$
Integrating from $0$ to $a$ gives
$$G(v+ar)\ge G(v)+a\Bigl(1-\frac{aK}{2}\Bigr)\|r\|^2 .$$

The Lean proof replaces the integral by a monotonicity argument. The function $G(v+tr)+\tfrac12K\|r\|^2t^2-\|r\|^2t$ has a nonnegative derivative for $t\ge0$, so its value at $a$ is at least its value at $0$. Concavity of $E$, which a true ground-state energy has, is not used.

```lean
/-- One update raises the Lieb objective by at least `a (1 - a K / 2)` times the squared
density error. -/
theorem liebObjective_step_gain {E : SiteFunction ι → ℝ} {K a : ℝ}
    (hE : Differentiable ℝ E)
    (hK : ∀ v w, ‖density E v - density E w‖ ≤ K * ‖v - w‖)
    (ha : 0 ≤ a) (ρ v : SiteFunction ι) :
    liebObjective E ρ v + a * (1 - a * K / 2) * ‖density E v - ρ‖ ^ 2
      ≤ liebObjective E ρ (inversionStep E ρ a v) := by
  unfold inversionStep
  obtain ⟨r, hr⟩ : ∃ r, r = density E v - ρ := ⟨_, rfl⟩
  rw [← hr]
  -- the objective minus its quadratic lower model is monotone along the step
  have hd : ∀ t : ℝ, HasDerivAt
      (fun s : ℝ => liebObjective E ρ (v + s • r)
        + (K * ‖r‖ ^ 2 / 2 * s ^ 2 - ‖r‖ ^ 2 * s))
      (⟪density E (v + t • r) - ρ, r⟫_ℝ + (K * ‖r‖ ^ 2 * t - ‖r‖ ^ 2)) t := by
    intro t
    have hq : HasDerivAt (fun s : ℝ => K * ‖r‖ ^ 2 / 2 * s ^ 2 - ‖r‖ ^ 2 * s)
        (K * ‖r‖ ^ 2 * t - ‖r‖ ^ 2) t :=
      (((hasDerivAt_pow 2 t).const_mul (K * ‖r‖ ^ 2 / 2)).fun_sub
        ((hasDerivAt_id t).const_mul (‖r‖ ^ 2))).congr_deriv (by norm_num; ring)
    exact (liebObjective_hasDerivAt_line hE ρ v r t).fun_add hq
  have hmono := monotoneOn_of_deriv_nonneg (convex_Ici (0 : ℝ))
    (fun t _ => (hd t).continuousAt.continuousWithinAt)
    (fun t _ => (hd t).differentiableAt.differentiableWithinAt)
    (fun t ht => by
      have ht0 : 0 ≤ t := interior_subset ht
      rw [(hd t).deriv]
      have hsplit : density E (v + t • r) - ρ
          = (density E (v + t • r) - density E v) + r := by rw [hr]; abel
      rw [hsplit, inner_add_left, real_inner_self_eq_norm_sq]
      -- Cauchy-Schwarz and the Lipschitz bound control the change of density
      have h1 := abs_real_inner_le_norm (density E (v + t • r) - density E v) r
      have h2 := hK (v + t • r) v
      rw [add_sub_cancel_left, norm_smul, Real.norm_of_nonneg ht0] at h2
      have h3 := mul_le_mul_of_nonneg_right h2 (norm_nonneg r)
      have h4 := (abs_le.mp h1).1
      nlinarith [h1, h3, h4])
  have h := hmono (Set.mem_Ici.mpr le_rfl) (Set.mem_Ici.mpr ha) ha
  simp only [zero_smul, add_zero] at h
  linarith
```

## Summing the gains

Set $c=a(1-aK/2)$, which is positive when $a>0$ and $aK<2$, and let $r_k=n(v_k)-\rho$. Adding the gains of the first $N$ updates gives
$$G(v_0)+c\sum_{k=0}^{N-1}\|r_k\|^2\le G(v_N).$$
If $G\le M$ everywhere, then
$$\sum_{k=0}^{N-1}\|r_k\|^2\le\frac{M-G(v_0)}{c}$$
for every $N$, and the series of squared errors converges.

The upper bound `hB` stands for the requirement that $\rho$ be a density the system can have in some state. If a state $\Gamma$ has density $\rho$, the variational principle gives $E(v)\le\langle H_0\rangle_\Gamma+\langle v,\rho\rangle$, where $H_0$ is the Hamiltonian without external potential, and so $G(v)\le\langle H_0\rangle_\Gamma$. Here the bound is assumed, not derived.

In the proof, `htel` is the telescoped inequality, obtained by induction on $N$.

```lean
/-- The squared density errors of all iterations have a finite sum. -/
theorem density_error_sq_summable {E : SiteFunction ι → ℝ} {ρ : SiteFunction ι} {K a : ℝ}
    (hE : Differentiable ℝ E)
    (hK : ∀ v w, ‖density E v - density E w‖ ≤ K * ‖v - w‖)
    (hB : BddAbove (Set.range (liebObjective E ρ)))
    (ha : 0 < a) (haK : a * K < 2) (v₀ : SiteFunction ι) :
    Summable (fun k => ‖density E (potentialSeq E ρ a v₀ k) - ρ‖ ^ 2) := by
  obtain ⟨M, hM⟩ := hB
  have hc : 0 < a * (1 - a * K / 2) := mul_pos ha (by linarith)
  -- telescope the gains of the individual steps
  have htel : ∀ N : ℕ, liebObjective E ρ v₀ + a * (1 - a * K / 2) *
      ∑ k ∈ Finset.range N, ‖density E (potentialSeq E ρ a v₀ k) - ρ‖ ^ 2
      ≤ liebObjective E ρ (potentialSeq E ρ a v₀ N) := by
    intro N
    induction N with
    | zero => simp [potentialSeq]
    | succ N ih =>
      have h := liebObjective_step_gain hE hK ha.le ρ (potentialSeq E ρ a v₀ N)
      rw [Finset.sum_range_succ, mul_add]
      change _ ≤ liebObjective E ρ (inversionStep E ρ a (potentialSeq E ρ a v₀ N))
      linarith
  refine summable_of_sum_range_le
    (c := (M - liebObjective E ρ v₀) / (a * (1 - a * K / 2)))
    (fun k => sq_nonneg _) (fun N => ?_)
  rw [le_div_iff₀ hc]
  have h1 := htel N
  have h2 := hM (Set.mem_range_self (potentialSeq E ρ a v₀ N))
  linarith
```

## Convergence of the densities

The terms of a convergent series tend to zero. Hence $\|r_k\|^2\to0$, and taking square roots gives $\|n(v_k)-\rho\|\to0$, which is
$$n(v_k)\to\rho .$$

The theorem takes a differentiable energy (`hE`), the response bound (`hK`), the bounded objective (`hB`) and the step condition (`ha`, `haK`), and its conclusion holds for every initial potential. Differentiability is a real restriction at zero temperature, where a ground-state energy can have kinks at level crossings. The densities are also taken to be exact at every step, so solver error is not covered. The response bound must hold for all potentials with one constant $K$, and this can fail for a ground-state energy even where no levels cross. For one particle on an open chain of three sites with nearest-neighbour hopping, raising the potential of the middle site makes the outer occupations respond ever more strongly to a small potential difference between the outer sites, so no finite $K$ exists. For fermions on a finite lattice at a fixed temperature $T>0$, with $E$ the free energy and $n(v)$ the thermal density, $E$ is differentiable and a finite $K$ does exist. When all the hypotheses hold, the result gives a range of safe step sizes in terms of $K$ alone.

```lean
/-- Convergence of gradient density inversion: for `a > 0` and `a K < 2` the densities of the
iterated potentials converge to the target density. -/
theorem density_tendsto_target {E : SiteFunction ι → ℝ} {ρ : SiteFunction ι} {K a : ℝ}
    (hE : Differentiable ℝ E)
    (hK : ∀ v w, ‖density E v - density E w‖ ≤ K * ‖v - w‖)
    (hB : BddAbove (Set.range (liebObjective E ρ)))
    (ha : 0 < a) (haK : a * K < 2) (v₀ : SiteFunction ι) :
    Tendsto (fun k => density E (potentialSeq E ρ a v₀ k)) atTop (𝓝 ρ) := by
  have h := (density_error_sq_summable hE hK hB ha haK v₀).tendsto_atTop_zero.sqrt
  have hs : ∀ k, √(‖density E (potentialSeq E ρ a v₀ k) - ρ‖ ^ 2)
      = ‖density E (potentialSeq E ρ a v₀ k) - ρ‖ := fun k => Real.sqrt_sq (norm_nonneg _)
  simp only [hs, Real.sqrt_zero] at h
  exact tendsto_iff_norm_sub_tendsto_zero.mpr h
```

## What happens to the potentials

Convergence of the densities does not by itself make the potentials converge. Suppose, however, that a subsequence $v_{\varphi(k)}$ tends to some $w$. The map $n$ is Lipschitz and therefore continuous, so $n(v_{\varphi(k)})\to n(w)$. The same densities tend to $\rho$, and limits are unique, so $n(w)=\rho$.

```lean
/-- If a subsequence of the iterated potentials converges, its limit has exactly the target
density. -/
theorem density_of_limit_potential {E : SiteFunction ι → ℝ} {ρ : SiteFunction ι} {K a : ℝ}
    (hE : Differentiable ℝ E)
    (hK : ∀ v w, ‖density E v - density E w‖ ≤ K * ‖v - w‖)
    (hB : BddAbove (Set.range (liebObjective E ρ)))
    (ha : 0 < a) (haK : a * K < 2) (v₀ : SiteFunction ι)
    {φ : ℕ → ℕ} (hφ : StrictMono φ) {w : SiteFunction ι}
    (hw : Tendsto (potentialSeq E ρ a v₀ ∘ φ) atTop (𝓝 w)) :
    density E w = ρ := by
  have hcont : Continuous (density E) :=
    (LipschitzWith.of_dist_le' (K := K) (fun x y => by
      rw [dist_eq_norm, dist_eq_norm]; exact hK x y)).continuous
  exact tendsto_nhds_unique ((hcont.tendsto w).comp hw)
    ((density_tendsto_target hE hK hB ha haK v₀).comp hφ.tendsto_atTop)
```

Now suppose that the norms $\|v_k\|$ do not tend to infinity. Then there is a radius $R$ such that $\|v_k\|\le R$ for infinitely many $k$. Closed balls in a finite-dimensional space are compact, so a subsequence of these potentials converges, and by the previous step its limit has density $\rho$.

At least one of two things is therefore true: some potential reproduces $\rho$ exactly, or the iterated potentials grow without bound. The "or" is inclusive. For a target that no potential reproduces, the densities still approach $\rho$ while the potentials run away, so a small density error in a calculation does not by itself show that the potential has settled.

```lean
/-- Either some potential has the target density, or the norms of the iterated potentials grow
without bound. -/
theorem representable_or_potentials_diverge {E : SiteFunction ι → ℝ} {ρ : SiteFunction ι}
    {K a : ℝ} (hE : Differentiable ℝ E)
    (hK : ∀ v w, ‖density E v - density E w‖ ≤ K * ‖v - w‖)
    (hB : BddAbove (Set.range (liebObjective E ρ)))
    (ha : 0 < a) (haK : a * K < 2) (v₀ : SiteFunction ι) :
    (∃ w, density E w = ρ) ∨
      Tendsto (fun k => ‖potentialSeq E ρ a v₀ k‖) atTop atTop := by
  rw [or_iff_not_imp_right]
  intro h
  simp only [tendsto_atTop, not_forall] at h
  obtain ⟨R, hR⟩ := h
  -- infinitely many potentials stay in a ball, so a subsequence converges
  have hf : ∃ᶠ k in atTop,
      potentialSeq E ρ a v₀ k ∈ Metric.closedBall (0 : SiteFunction ι) R :=
    (not_eventually.mp hR).mono (fun k hk => by
      rw [mem_closedBall_zero_iff]; exact (not_le.mp hk).le)
  obtain ⟨w, _, φ, hφ, hw⟩ :=
    tendsto_subseq_of_frequently_bounded Metric.isBounded_closedBall hf
  exact ⟨w, density_of_limit_potential hE hK hB ha haK v₀ hφ hw⟩
```

## A quadratic energy at the step limit

The condition $aK<2$ cannot be relaxed to $aK\le2$ under the same hypotheses. The example that shows this is
$$E(v)=-\frac K2\|v\|^2,\qquad K>0 .$$

```lean
/-- The model energy `-K ‖v‖² / 2`. -/
def quadraticEnergy (K : ℝ) (v : SiteFunction ι) : ℝ := -(K / 2) * ‖v‖ ^ 2
```

Expanding the square,
$$E(v+w)=E(v)-K\langle v,w\rangle-\frac K2\|w\|^2,$$
and the part linear in $w$ shows that $n(v)=-Kv$. This is a linear-response model, in which the density is best read as a deviation from a reference density and may have either sign.

```lean
/-- The model energy has gradient `-K v`. -/
theorem quadraticEnergy_hasGradientAt (K : ℝ) (v : SiteFunction ι) :
    HasGradientAt (quadraticEnergy K) ((-K) • v) v := by
  rw [hasGradientAt_iff_hasFDerivAt]
  have h := (hasStrictFDerivAt_norm_sq v).hasFDerivAt.const_mul (-(K / 2))
  refine h.congr_fderiv (ContinuousLinearMap.ext fun w => ?_)
  change -(K / 2) * (2 • ⟪v, w⟫_ℝ) = ⟪(-K) • v, w⟫_ℝ
  rw [real_inner_smul_left, two_nsmul]
  ring
```

Take the target $\rho=0$. The other hypotheses hold:

- $E$ is differentiable.
- $\|n(v)-n(w)\|=K\|v-w\|$, so the Lipschitz condition holds with equality.
- $G(v)=-\tfrac K2\|v\|^2\le0$, so the objective is bounded above.

One update multiplies the potential by $1-aK$. At $a=2/K$ this factor is $-1$:
$$v+\frac2K(-Kv)=-v .$$
The potential reverses its sign at every step, and the density keeps the norm $K\|v_0\|$. For $v_0\neq0$ this is a positive constant, so the densities do not tend to $0$. In the proof, `hflip` is the sign reversal and `hn` says that the norm of the potential stays equal to $\|v_0\|$.

```lean
/-- The step bound is sharp: for the model energy and target density zero, the regularity and
boundedness conditions hold, yet with `a = 2 / K` the densities do not converge to the target
from any nonzero initial potential. -/
theorem step_bound_sharp {K : ℝ} (hK : 0 < K) {v₀ : SiteFunction ι} (hv : v₀ ≠ 0) :
    Differentiable ℝ (quadraticEnergy (ι := ι) K) ∧
    (∀ v w : SiteFunction ι, ‖density (quadraticEnergy K) v - density (quadraticEnergy K) w‖
      ≤ K * ‖v - w‖) ∧
    BddAbove (Set.range (liebObjective (quadraticEnergy (ι := ι) K) 0)) ∧
    ¬ Tendsto (fun k => density (quadraticEnergy K)
      (potentialSeq (quadraticEnergy K) 0 (2 / K) v₀ k)) atTop (𝓝 0) := by
  have hd : ∀ v : SiteFunction ι, density (quadraticEnergy K) v = (-K) • v :=
    fun v => (quadraticEnergy_hasGradientAt K v).gradient
  refine ⟨fun v => (quadraticEnergy_hasGradientAt K v).differentiableAt, ?_, ?_, ?_⟩
  · intro v w
    rw [hd, hd, ← smul_sub, norm_smul, norm_neg, Real.norm_of_nonneg hK.le]
  · refine ⟨0, ?_⟩
    rintro _ ⟨v, rfl⟩
    unfold liebObjective quadraticEnergy
    rw [inner_zero_right]
    nlinarith [mul_nonneg hK.le (sq_nonneg ‖v‖)]
  · intro h
    -- each update reverses the sign of the potential
    have hflip : ∀ v : SiteFunction ι, inversionStep (quadraticEnergy K) 0 (2 / K) v = -v := by
      intro v
      unfold inversionStep
      rw [hd, sub_zero, smul_smul, show 2 / K * -K = -2 by field_simp]
      module
    have hn : ∀ k, ‖potentialSeq (quadraticEnergy K) 0 (2 / K) v₀ k‖ = ‖v₀‖ := by
      intro k
      induction k with
      | zero => rfl
      | succ k ih =>
        change ‖inversionStep (quadraticEnergy K) 0 (2 / K) _‖ = _
        rw [hflip, norm_neg, ih]
    have h2 := h.norm
    simp only [hd, norm_smul, hn, norm_zero] at h2
    have h3 := tendsto_nhds_unique h2 tendsto_const_nhds
    rw [norm_neg, Real.norm_of_nonneg hK.le] at h3
    exact (mul_pos hK (norm_pos_iff.mpr hv)).ne h3

end

end LatticeDensityInversion
```

```lean
#print axioms LatticeDensityInversion.liebObjective_hasDerivAt_line
#print axioms LatticeDensityInversion.representable_or_potentials_diverge
#print axioms LatticeDensityInversion.step_bound_sharp
```

```
'LatticeDensityInversion.liebObjective_hasDerivAt_line' depends on axioms: [propext, Classical.choice, Quot.sound]
'LatticeDensityInversion.representable_or_potentials_diverge' depends on axioms: [propext, Classical.choice, Quot.sound]
'LatticeDensityInversion.step_bound_sharp' depends on axioms: [propext, Classical.choice, Quot.sound]
```
